# The probability that most of 2m+1 independent measurements fail is at most (4p(1−p))^((2m+1)/2) if each fails with probability at most p ≤ 1/2

Suppose a measurement is made 2m+1 times, the outcomes are independent, and each lands in a fixed failure set S with probability at most p ≤ 1/2. The lemma `majority_failure_le` says that at least m+1 of the outcomes then lie in S with probability at most (4p(1−p))^((2m+1)/2). It is a statement of pure probability: the outcomes are random variables with values in any measurable space, they need not be identically distributed, and no quantum state appears. The attempt treats p = 0 separately, and for p > 0 applies the exponential Markov inequality to the number of failures, with weight eᵗ = (1−p)/p for each failure. What remains is mostly algebra, including the identity `hbound`, which puts the resulting bound into the stated form.

The failing Lean file:

```lean
import Mathlib

open MeasureTheory ProbabilityTheory Matrix

namespace MedianTraceAmplification

noncomputable section

variable {Ω : Type*} [MeasurableSpace Ω] {μ : Measure Ω} [IsProbabilityMeasure μ]

/-- If each of `2m+1` independent outcomes falls in a failure set `S` with probability at most
`p ≤ 1/2`, then `m+1` of them do so together with probability at most
`(4p(1-p))^((2m+1)/2)`. -/
theorem majority_failure_le {α : Type*} [MeasurableSpace α] {m : ℕ}
    {X : Fin (2 * m + 1) → Ω → α} (hX : ∀ i, Measurable (X i)) (hind : iIndepFun X μ)
    {S : Set α} (hS : MeasurableSet S) {p : ℝ} (hp : p ≤ 1 / 2)
    (hfail : ∀ i, μ.real (X i ⁻¹' S) ≤ p) :
    μ.real {ω | ∃ T : Finset (Fin (2 * m + 1)), T.card = m + 1 ∧ ∀ i ∈ T, X i ω ∈ S}
      ≤ (4 * p * (1 - p)) ^ ((2 * (m : ℝ) + 1) / 2) := by
  have hp0 : 0 ≤ p := measureReal_nonneg.trans (hfail 0)
  have hx0 : 0 ≤ 4 * p * (1 - p) := mul_nonneg (by linarith) (by linarith)
  rcases hp0.eq_or_lt with h0 | hpos
  · -- failures of probability zero: the event is a null set
    have hnull : ∀ i, μ (X i ⁻¹' S) = 0 := fun i =>
      (measureReal_eq_zero_iff (measure_ne_top μ _)).1
        (le_antisymm ((hfail i).trans h0.symm.le) measureReal_nonneg)
    have hev : μ {ω | ∃ T : Finset (Fin (2 * m + 1)),
        T.card = m + 1 ∧ ∀ i ∈ T, X i ω ∈ S} = 0 := by
      refine measure_mono_null ?_ (measure_iUnion_null hnull)
      rintro ω ⟨T, hT, h⟩
      obtain ⟨i, hi⟩ := Finset.card_pos.1 (show 0 < T.card by omega)
      exact Set.mem_iUnion.2 ⟨i, h i hi⟩
    rw [(measureReal_eq_zero_iff (measure_ne_top μ _)).2 hev]
    exact Real.rpow_nonneg hx0 _
  have hq : 0 < 1 - p := by linarith
  -- each failure is weighted by the factor exp t = (1-p)/p
  obtain ⟨t, ht, hr⟩ : ∃ t : ℝ, 0 ≤ t ∧ Real.exp t = (1 - p) / p :=
    ⟨Real.log ((1 - p) / p), Real.log_nonneg (by rw [le_div_iff₀ hpos]; linarith),
      Real.exp_log (div_pos hq hpos)⟩
  have hg : Measurable (S.indicator (fun _ => (1 : ℝ))) := measurable_const.indicator hS
  set Y : Fin (2 * m + 1) → Ω → ℝ := fun i => S.indicator (fun _ => (1 : ℝ)) ∘ X i with hY
  have hYm : ∀ i, Measurable (Y i) := fun i => hg.comp (hX i)
  have hYind : iIndepFun Y μ := hind.comp (fun _ => S.indicator (fun _ => (1 : ℝ))) fun _ => hg
  have hexp : ∀ i, (fun ω => Real.exp (t * Y i ω)) =
      fun ω => 1 + (X i ⁻¹' S).indicator (fun _ => Real.exp t - 1) ω := by
    intro i
    funext ω
    by_cases h : X i ω ∈ S <;> simp [hY, h]
  have hI : ∀ i, Integrable ((X i ⁻¹' S).indicator (fun _ => Real.exp t - 1)) μ :=
    fun i => (integrable_const _).indicator (hX i hS)
  have hint : ∀ i, Integrable (fun ω => Real.exp (t * Y i ω)) μ := by
    intro i
    rw [hexp i]
    exact (integrable_const _).add (hI i)
  have hmgf : ∀ i, mgf (Y i) μ t ≤ 2 * (1 - p) := by
    intro i
    have h1 : mgf (Y i) μ t = 1 + μ.real (X i ⁻¹' S) * (Real.exp t - 1) := by
      unfold mgf
      rw [hexp i, integral_add (integrable_const _) (hI i),
        integral_indicator_const _ (hX i hS)]
      simp
    have h2 : p * (Real.exp t - 1) = 1 - 2 * p := by
      rw [hr]
      field_simp
      ring
    have h3 := mul_le_mul_of_nonneg_right (hfail i) (sub_nonneg.2 (Real.one_le_exp ht))
    linarith
  -- exponential Markov inequality for the number of failures
  have hmain := measure_ge_le_exp_mul_mgf (μ := μ) (X := ∑ i, Y i)
    ((2 * (m : ℝ) + 1) / 2) ht
    (hYind.integrable_exp_mul_sum hYm (s := Finset.univ) fun i _ => hint i)
  rw [hYind.mgf_sum hYm Finset.univ] at hmain
  have hprod : ∏ i, mgf (Y i) μ t ≤ (2 * (1 - p)) ^ (2 * m + 1) := by
    calc ∏ i, mgf (Y i) μ t ≤ ∏ _i : Fin (2 * m + 1), 2 * (1 - p) :=
          Finset.prod_le_prod (fun i _ => mgf_nonneg) fun i _ => hmgf i
      _ = _ := by simp
  have hsq : 4 * p * (1 - p) = (Real.exp (-t / 2) * (2 * (1 - p))) ^ 2 := by
    have he : Real.exp (-t / 2) ^ 2 = p / (1 - p) := by
      rw [sq, ← Real.exp_add, show -t / 2 + -t / 2 = -t by ring, Real.exp_neg, hr, inv_div]
    rw [mul_pow, he]
    field_simp
    try ring
  have hbound : Real.exp (-t * ((2 * (m : ℝ) + 1) / 2)) * (2 * (1 - p)) ^ (2 * m + 1)
      = (4 * p * (1 - p)) ^ ((2 * (m : ℝ) + 1) / 2) := by
    have hc : 0 ≤ Real.exp (-t / 2) * (2 * (1 - p)) := by positivity
    rw [hsq, ← Real.rpow_natCast (Real.exp (-t / 2) * (2 * (1 - p))) 2, ← Real.rpow_mul hc,
      show ((2 : ℕ) : ℝ) * ((2 * (m : ℝ) + 1) / 2) = ((2 * m + 1 : ℕ) : ℝ) by push_cast; ring,
      Real.rpow_natCast, mul_pow, ← Real.exp_nat_mul]
    congr 2
    push_cast
    ring
  rw [← hbound]
  refine (measureReal_mono ?_).trans
    (hmain.trans (mul_le_mul_of_nonneg_left hprod (Real.exp_pos _).le))
  rintro ω ⟨T, hT, h⟩
  have h1 : ∑ i ∈ T, Y i ω = (m : ℝ) + 1 := by
    rw [Finset.sum_congr rfl fun i hi => show Y i ω = 1 by simp [hY, h i hi]]
    simp [hT]
  have h2 : ∑ i ∈ T, Y i ω ≤ ∑ i, Y i ω :=
    Finset.sum_le_sum_of_subset_of_nonneg (Finset.subset_univ T) fun i _ _ =>
      Set.indicator_nonneg (fun _ _ => zero_le_one) _
  show (2 * (m : ℝ) + 1) / 2 ≤ (∑ i, Y i) ω
  rw [Finset.sum_apply]
  linarith

end

end MedianTraceAmplification
```

Compiling this gives:

```
Main.lean:88:34: error: Tactic `rewrite` failed: Did not find an occurrence of the pattern
  Real.exp ?x ^ ?n
in the target expression
  Real.exp (-t * ((2 * ↑m + 1) / 2)) * (2 ^ (2 * m + 1) * (1 - p) ^ (2 * m + 1)) =
    (Real.exp (-t / 2) * (2 * (1 - p))) ^ (2 * m + 1)

Ω : Type u_1
inst✝² : MeasurableSpace Ω
μ : Measure Ω
inst✝¹ : IsProbabilityMeasure μ
α : Type u_2
inst✝ : MeasurableSpace α
m : ℕ
X : Fin (2 * m + 1) → Ω → α
hX : ∀ (i : Fin (2 * m + 1)), Measurable (X i)
hind : iIndepFun X μ
S : Set α
hS : MeasurableSet S
p : ℝ
hp : p ≤ 1 / 2
hfail : ∀ (i : Fin (2 * m + 1)), μ.real (X i ⁻¹' S) ≤ p
hp0 : 0 ≤ p
hx0 : 0 ≤ 4 * p * (1 - p)
hpos : 0 < p
hq : 0 < 1 - p
t : ℝ
ht : 0 ≤ t
hr : Real.exp t = (1 - p) / p
hg : Measurable (S.indicator fun x => 1)
Y : Fin (2 * m + 1) → Ω → ℝ := fun i => (S.indicator fun x => 1) ∘ X i
hY : Y = fun i => (S.indicator fun x => 1) ∘ X i
hYm : ∀ (i : Fin (2 * m + 1)), Measurable (Y i)
hYind : iIndepFun Y μ
hexp :
  ∀ (i : Fin (2 * m + 1)),
    (fun ω => Real.exp (t * Y i ω)) = fun ω => 1 + (X i ⁻¹' S).indicator (fun x => Real.exp t - 1) ω
hI : ∀ (i : Fin (2 * m + 1)), Integrable ((X i ⁻¹' S).indicator fun x => Real.exp t - 1) μ
hint : ∀ (i : Fin (2 * m + 1)), Integrable (fun ω => Real.exp (t * Y i ω)) μ
hmgf : ∀ (i : Fin (2 * m + 1)), mgf (Y i) μ t ≤ 2 * (1 - p)
hmain : μ.real {ω | (2 * ↑m + 1) / 2 ≤ (∑ i, Y i) ω} ≤ Real.exp (-t * ((2 * ↑m + 1) / 2)) * ∏ i, mgf (Y i) μ t
hprod : ∏ i, mgf (Y i) μ t ≤ (2 * (1 - p)) ^ (2 * m + 1)
hsq : 4 * p * (1 - p) = (Real.exp (-t / 2) * (2 * (1 - p))) ^ 2
hc : 0 ≤ Real.exp (-t / 2) * (2 * (1 - p))
⊢ Real.exp (-t * ((2 * ↑m + 1) / 2)) * (2 ^ (2 * m + 1) * (1 - p) ^ (2 * m + 1)) =
    (Real.exp (-t / 2) * (2 * (1 - p))) ^ (2 * m + 1)
```

Diagnosis. The one error is in the proof of `hbound`. At that point both sides of the goal contain a product raised to the power 2m+1: `(2 * (1 - p)) ^ (2 * m + 1)` on the left, and `(Real.exp (-t / 2) * (2 * (1 - p))) ^ (2 * m + 1)` on the right. The bare `mul_pow` was meant for the right-hand one, but `rw` fixes the lemma's variables at the first match it finds, and that was the left-hand one. The printed goal shows the result: the left side has been split into `2 ^ (2 * m + 1) * (1 - p) ^ (2 * m + 1)`, and the right side is untouched. The next rewrite, `← Real.exp_nat_mul`, looks for an exponential raised to a power, and there is none, since the exponential on the right is still inside the product.

The repair writes `mul_pow (Real.exp (-t / 2))`, which fixes the first factor. Only the right-hand product now matches, so its exponential gets a power of its own, which `← Real.exp_nat_mul` can rewrite.

The repair, with which the file compiles:

```diff
@@ -86,5 +86,5 @@
     rw [hsq, ← Real.rpow_natCast (Real.exp (-t / 2) * (2 * (1 - p))) 2, ← Real.rpow_mul hc,
       show ((2 : ℕ) : ℝ) * ((2 * (m : ℝ) + 1) / 2) = ((2 * m + 1 : ℕ) : ℝ) by push_cast; ring,
-      Real.rpow_natCast, mul_pow, ← Real.exp_nat_mul]
+      Real.rpow_natCast, mul_pow (Real.exp (-t / 2)), ← Real.exp_nat_mul]
     congr 2
     push_cast
```
